# Two equal Morse bonds in series have least energy when equally stretched exactly up to mean extension $\log 2/a$

In a scan that pulls a symmetric chain A–B–A apart, one can save a coordinate by fixing B at the midpoint and computing the energy at each end-to-end distance. For two uncoupled, collinear Morse bonds, this step gives the lowest energy up to a definite extension and too high an energy beyond it.

## A chain held at its ends

Let the end atoms be fixed and the middle atom be free to move along the line between them. Extensions are measured from the equilibrium bond length. If their mean is $x$, the two bonds have extensions $x+d$ and $x-d$, where $d$ is the displacement of the middle atom from the midpoint. Each bond has the energy

$$V(x)=D\,(1-e^{-ax})^2,\qquad D>0,\ a>0,$$

with well depth $D$ and inverse length $a$, which sets how narrow the well is. The energy of the pair is $E(d)=V(x+d)+V(x-d)$.

## When the midpoint is the minimum

The main theorem, `equal_sharing_iff`, says that for every real $x$,

$$E(0)\le E(d)\ \text{for all real } d\quad\Longleftrightarrow\quad x\le \frac{\log 2}{a}.$$

In Lean, `morse D a x` is $V(x)$, `pairEnergy D a x d` is $E(d)$, and `log` is the natural logarithm. The hypotheses `hD` and `ha` state that $D$ and $a$ are positive: the bond has a well, and its energy levels off on stretching.

All quantities are real numbers without units, and $x$ is the mean extension, so the chain as a whole is stretched by $2x$. The minimum is taken over all real $d$, with no condition that bond lengths stay positive. The model has no bending, no interaction between the end atoms and no thermal or quantum motion.

## Completing the square

Write $u=e^{-ax}>0$ and $c=\cosh(ad)$. Then $V(x\pm d)=D(1-u\,e^{\mp ad})^2$, and since $e^{2ad}+e^{-2ad}=4c^2-2$,

$$E(d)=D\,(2-4uc+4u^2c^2-2u^2)=D\left[(2uc-1)^2+1-2u^2\right].$$

Subtracting the value at $d=0$, where $c=1$, gives

$$E(d)-E(0)=4Du\,(c-1)\,\bigl(u(c+1)-1\bigr).$$

The condition $x\le\log 2/a$ means $ax\le\log 2$, which is $2u\ge1$. If it holds and $d\ne0$, then $c>1$ and $u(c+1)>2u\ge1$. Every factor is positive, so equal sharing is the strict minimum, at the threshold too.

## The two minima beyond the threshold

If $x>\log 2/a$, then $y=e^{ax}/2=1/(2u)$ exceeds 1, and the square vanishes when $\cosh(ad)=y$. A positive solution is

$$s=\frac1a\log\left(y+\sqrt{y^2-1}\right).$$

Indeed $(y+\sqrt{y^2-1})(y-\sqrt{y^2-1})=1$, so $e^{as}$ and $e^{-as}$ are these two factors and their mean is $y$. The energy there is $D(1-2u^2)$, the least value that the square allows. Any other minimiser must also make the square vanish, so $\cosh(ad)=\cosh(as)$ and $d=\pm s$. As $s>0$, the midpoint is not a minimum, which proves the converse.

As $x$ grows, the formulas give $E(s)\to D$, the cost of breaking one bond, while $E(0)\to2D$; these limits are a reading by hand and not part of the Lean file.

The factorised difference also tells which displacements help. For $d\ne0$ the energy lies below its midpoint value $E(0)$ exactly when $u(c+1)<1$, that is, when $\cosh(ad)<e^{ax}-1$. A displacement that is too large raises the energy again.

## The same threshold in a single bond

The tension of one bond is $V'(x)=2Da\,u(1-u)$, and its slope, the stiffness, is

$$V''(x)=2Da^2u\,(2u-1).$$

This is nonnegative exactly when $2u\ge1$. Equal sharing therefore stops being the global minimum at the extension beyond which a single bond has negative stiffness.

## The Lean file

```lean
import Mathlib

open Real

namespace MorseBondsInSeries

noncomputable section

/-- The Morse energy of one bond at extension `x`, with well depth `D` and range parameter `a`. -/
def morse (D a x : ℝ) : ℝ := D * (1 - exp (-a * x)) ^ 2

/-- The energy of two equal Morse bonds with extensions `x + d` and `x - d`. -/
def pairEnergy (D a x d : ℝ) : ℝ := morse D a (x + d) + morse D a (x - d)

/-- The tension of a Morse bond at extension `x`. -/
def tension (D a x : ℝ) : ℝ := 2 * D * a * (exp (-a * x) * (1 - exp (-a * x)))

/-- The splitting `arcosh (exp (a x) / 2) / a`, written with a logarithm. -/
def splitting (a x : ℝ) : ℝ :=
  log (exp (a * x) / 2 + sqrt ((exp (a * x) / 2) ^ 2 - 1)) / a

/-- The energy of the pair is a complete square in `cosh (a d)` plus a term independent of `d`. -/
theorem pairEnergy_eq (D a x d : ℝ) :
    pairEnergy D a x d =
      D * ((2 * exp (-a * x) * cosh (a * d) - 1) ^ 2 + 1 - 2 * exp (-a * x) ^ 2) := by
  have h1 : exp (-a * (x + d)) = exp (-a * x) * exp (-(a * d)) := by
    rw [← Real.exp_add]
    congr 1
    ring
  have h2 : exp (-a * (x - d)) = exp (-a * x) * exp (a * d) := by
    rw [← Real.exp_add]
    congr 1
    ring
  have h3 : exp (a * d) * exp (-(a * d)) = 1 := by
    rw [← Real.exp_add, add_neg_cancel, Real.exp_zero]
  unfold pairEnergy morse
  rw [h1, h2, Real.cosh_eq]
  linear_combination (-2 * D * exp (-a * x) ^ 2) * h3

/-- The energy cost of sharing the extension unequally, in factorised form. -/
theorem pairEnergy_sub (D a x d : ℝ) :
    pairEnergy D a x d - pairEnergy D a x 0 =
      4 * D * exp (-a * x) * (cosh (a * d) - 1) *
        (exp (-a * x) * (cosh (a * d) + 1) - 1) := by
  rw [pairEnergy_eq, pairEnergy_eq, mul_zero, Real.cosh_zero]
  ring

/-- The extension is at most `log 2 / a` exactly when `exp (-a x)` is at least one half. -/
theorem threshold_iff {a : ℝ} (ha : 0 < a) (x : ℝ) :
    x ≤ log 2 / a ↔ 1 ≤ 2 * exp (-a * x) := by
  have h : exp (-log 2) = 1 / 2 := by
    rw [Real.exp_neg, Real.exp_log two_pos]
    norm_num
  rw [le_div_iff₀ ha]
  constructor
  · intro hx
    have h1 := Real.exp_le_exp.mpr (show -log 2 ≤ -a * x by linarith)
    linarith
  · intro hx
    have h1 : exp (-log 2) ≤ exp (-a * x) := by linarith
    have h2 := Real.exp_le_exp.mp h1
    linarith

private lemma exp_mul_exp_neg (a x : ℝ) : exp (a * x) * exp (-a * x) = 1 := by
  rw [← Real.exp_add, show a * x + -a * x = 0 by ring, Real.exp_zero]

private lemma one_lt_half_exp {a x : ℝ} (ha : 0 < a) (hx : log 2 / a < x) :
    1 < exp (a * x) / 2 := by
  have h1 : 2 * exp (-a * x) < 1 :=
    lt_of_not_ge fun h => not_le_of_gt hx ((threshold_iff ha x).mpr h)
  have h2 := mul_pos (Real.exp_pos (a * x)) (sub_pos.mpr h1)
  have h3 := exp_mul_exp_neg a x
  linarith [show exp (a * x) * (1 - 2 * exp (-a * x))
    = exp (a * x) - 2 * (exp (a * x) * exp (-a * x)) by ring]

/-- Beyond the extension `log 2 / a` the splitting is positive and satisfies
`cosh (a d) = exp (a x) / 2`. -/
theorem splitting_spec {a x : ℝ} (ha : 0 < a) (hx : log 2 / a < x) :
    0 < splitting a x ∧ cosh (a * splitting a x) = exp (a * x) / 2 := by
  have hy := one_lt_half_exp ha hx
  unfold splitting
  set y := exp (a * x) / 2
  have hs := Real.sqrt_nonneg (y ^ 2 - 1)
  have hsq : sqrt (y ^ 2 - 1) ^ 2 = y ^ 2 - 1 := Real.sq_sqrt (by nlinarith)
  have ht : 0 < y + sqrt (y ^ 2 - 1) := by linarith
  refine ⟨div_pos (Real.log_pos (by linarith)) ha, ?_⟩
  have hinv : (y + sqrt (y ^ 2 - 1))⁻¹ = y - sqrt (y ^ 2 - 1) :=
    inv_eq_of_mul_eq_one_right (by linear_combination -hsq)
  rw [mul_div_cancel₀ _ ha.ne', Real.cosh_eq, Real.exp_neg, Real.exp_log ht, hinv]
  ring

/-- Up to the extension `log 2 / a`, every unequal sharing costs energy. -/
theorem equal_sharing_strict {D a x d : ℝ} (hD : 0 < D) (ha : 0 < a)
    (hx : x ≤ log 2 / a) (hd : d ≠ 0) : pairEnergy D a x 0 < pairEnergy D a x d := by
  have hu := Real.exp_pos (-a * x)
  have h1 := (threshold_iff ha x).mp hx
  have hc : 0 < cosh (a * d) - 1 :=
    sub_pos.mpr (Real.one_lt_cosh.mpr (mul_ne_zero ha.ne' hd))
  have h2 : 0 < exp (-a * x) * (cosh (a * d) + 1) - 1 := by
    nlinarith [mul_pos hu hc]
  have h3 : 0 < pairEnergy D a x d - pairEnergy D a x 0 := by
    rw [pairEnergy_sub]
    positivity
  linarith

/-- Beyond the extension `log 2 / a`, the global minima of the energy are exactly the two
mirror-image splittings, and the energy there is `D (1 - 2 exp (-a x) ^ 2)`. -/
theorem broken_minima {D a x : ℝ} (hD : 0 < D) (ha : 0 < a) (hx : log 2 / a < x) :
    pairEnergy D a x (splitting a x) = D * (1 - 2 * exp (-a * x) ^ 2) ∧
    ∀ d, (∀ d', pairEnergy D a x d ≤ pairEnergy D a x d') ↔
      d = splitting a x ∨ d = -splitting a x := by
  have hc := (splitting_spec ha hx).2
  have hE := exp_mul_exp_neg a x
  have hmin : pairEnergy D a x (splitting a x) = D * (1 - 2 * exp (-a * x) ^ 2) := by
    have h1 : 2 * exp (-a * x) * (exp (a * x) / 2) = 1 := by linear_combination hE
    rw [pairEnergy_eq, hc, h1]
    ring
  have hle : ∀ d', pairEnergy D a x (splitting a x) ≤ pairEnergy D a x d' := by
    intro d'
    rw [hmin, pairEnergy_eq]
    nlinarith [mul_nonneg hD.le (sq_nonneg (2 * exp (-a * x) * cosh (a * d') - 1))]
  refine ⟨hmin, fun d => ⟨fun h => ?_, ?_⟩⟩
  · -- at a minimum the complete square vanishes, which fixes `cosh (a d)`
    have h1 := h (splitting a x)
    rw [hmin, pairEnergy_eq] at h1
    have h2 : (2 * exp (-a * x) * cosh (a * d) - 1) ^ 2 ≤ 0 := by
      by_contra hn
      nlinarith [mul_pos hD (not_le.mp hn)]
    have h3 : 2 * exp (-a * x) * cosh (a * d) - 1 = 0 :=
      pow_eq_zero_iff two_ne_zero |>.mp (le_antisymm h2 (sq_nonneg _))
    have h4 : cosh (a * d) = cosh (a * splitting a x) := by
      rw [hc]
      linear_combination (exp (a * x) / 2) * h3 - cosh (a * d) * hE
    have h5 : |a * d| = |a * splitting a x| :=
      le_antisymm (Real.cosh_le_cosh.mp h4.le) (Real.cosh_le_cosh.mp h4.ge)
    rcases abs_eq_abs.mp h5 with h6 | h6
    · exact Or.inl (mul_left_cancel₀ ha.ne' h6)
    · exact Or.inr (mul_left_cancel₀ ha.ne' (by rw [h6]; ring))
  · rintro (rfl | rfl)
    · exact hle
    · intro d'
      have h1 : pairEnergy D a x (-splitting a x) = pairEnergy D a x (splitting a x) := by
        rw [pairEnergy_eq, pairEnergy_eq, mul_neg, Real.cosh_neg]
      rw [h1]
      exact hle d'

/-- Equal sharing is a global minimum of the energy of two Morse bonds in series if and only if
the mean extension is at most `log 2 / a`. -/
theorem equal_sharing_iff {D a : ℝ} (hD : 0 < D) (ha : 0 < a) (x : ℝ) :
    (∀ d, pairEnergy D a x 0 ≤ pairEnergy D a x d) ↔ x ≤ log 2 / a := by
  constructor
  · intro h
    by_contra hn
    have hx := not_le.mp hn
    have hs := (splitting_spec ha hx).1
    rcases ((broken_minima hD ha hx).2 0).mp h with h0 | h0 <;> linarith
  · intro hx d
    by_cases hd : d = 0
    · rw [hd]
    · exact (equal_sharing_strict hD ha hx hd).le

/-- An unequal sharing `d` lowers the energy exactly when `d` is nonzero and
`cosh (a d) < exp (a x) - 1`. -/
theorem lowers_energy_iff {D a : ℝ} (hD : 0 < D) (ha : 0 < a) (x d : ℝ) :
    pairEnergy D a x d < pairEnergy D a x 0 ↔ d ≠ 0 ∧ cosh (a * d) < exp (a * x) - 1 := by
  have hu := Real.exp_pos (-a * x)
  have hE := exp_mul_exp_neg a x
  have hsub := pairEnergy_sub D a x d
  constructor
  · intro h
    refine ⟨fun h0 => by simp [h0] at h, ?_⟩
    by_contra hn
    have h1 : 0 ≤ cosh (a * d) - 1 := sub_nonneg.mpr (Real.one_le_cosh _)
    have h2 : 0 ≤ exp (-a * x) * (cosh (a * d) + 1) - 1 := by
      nlinarith [mul_nonneg hu.le (sub_nonneg.mpr (not_lt.mp hn))]
    have h3 := mul_nonneg (mul_nonneg (by positivity : 0 ≤ 4 * D * exp (-a * x)) h1) h2
    linarith
  · rintro ⟨hd, h⟩
    have h1 : 0 < cosh (a * d) - 1 :=
      sub_pos.mpr (Real.one_lt_cosh.mpr (mul_ne_zero ha.ne' hd))
    have h2 : exp (-a * x) * (cosh (a * d) + 1) - 1 < 0 := by
      nlinarith [mul_pos hu (sub_pos.mpr h)]
    have h3 := mul_neg_of_pos_of_neg
      (mul_pos (by positivity : 0 < 4 * D * exp (-a * x)) h1) h2
    linarith

private lemma hasDerivAt_decay (a x : ℝ) :
    HasDerivAt (fun y => exp (-a * y)) (exp (-a * x) * (-a)) x := by
  simpa using ((hasDerivAt_id x).const_mul (-a)).exp

/-- The tension is the derivative of the Morse energy with respect to the extension. -/
theorem hasDerivAt_morse (D a x : ℝ) : HasDerivAt (morse D a) (tension D a x) x := by
  have e : morse D a = fun y => D * ((1 - exp (-a * y)) * (1 - exp (-a * y))) := by
    funext y
    unfold morse
    ring
  have h := (hasDerivAt_decay a x).const_sub 1
  rw [e]
  exact ((h.fun_mul h).const_mul D).congr_deriv (by unfold tension; ring)

/-- The stiffness of a single Morse bond, the slope of its tension, is nonnegative exactly up to
the extension `log 2 / a`. -/
theorem stiffness_nonneg_iff {D a : ℝ} (hD : 0 < D) (ha : 0 < a) (x : ℝ) :
    0 ≤ deriv (tension D a) x ↔ x ≤ log 2 / a := by
  have h := hasDerivAt_decay a x
  have h1 : HasDerivAt (tension D a)
      (2 * D * a ^ 2 * exp (-a * x) * (2 * exp (-a * x) - 1)) x :=
    ((h.fun_mul (h.const_sub 1)).const_mul (2 * D * a)).congr_deriv (by ring)
  have hp : 0 < 2 * D * a ^ 2 * exp (-a * x) := by positivity
  rw [h1.deriv, threshold_iff ha, mul_nonneg_iff_of_pos_left hp, sub_nonneg]

end

end MorseBondsInSeries
```

```lean
#print axioms MorseBondsInSeries.equal_sharing_iff
#print axioms MorseBondsInSeries.lowers_energy_iff
#print axioms MorseBondsInSeries.hasDerivAt_morse
#print axioms MorseBondsInSeries.stiffness_nonneg_iff
```

```
'MorseBondsInSeries.equal_sharing_iff' depends on axioms: [propext, Classical.choice, Quot.sound]
'MorseBondsInSeries.lowers_energy_iff' depends on axioms: [propext, Classical.choice, Quot.sound]
'MorseBondsInSeries.hasDerivAt_morse' depends on axioms: [propext, Classical.choice, Quot.sound]
'MorseBondsInSeries.stiffness_nonneg_iff' depends on axioms: [propext, Classical.choice, Quot.sound]
```

## From the square to the theorems

`pairEnergy_eq` is the completed square. Its first two steps split the exponentials of $x\pm d$ into factors, and `linear_combination` finishes with the identity $e^{ad}e^{-ad}=1$. `pairEnergy_sub` then follows by `ring`, and `threshold_iff` translates the bound on $x$ into $1\le2u$ through the monotonicity of the exponential.

`splitting_spec` shows that $s$, called `splitting a x`, is positive and solves $\cosh(as)=e^{ax}/2$. The step `hinv` is the product of conjugate factors used above. The theorem assumes $x>\log 2/a$, which keeps the argument of the square root positive.

`equal_sharing_strict` shows that the last two factors of the energy difference are positive and leaves the product to `positivity`. `broken_minima` gives the energy at $s$ and identifies the global minimisers as exactly $s$ and $-s$. In one direction, `h2` and `h3` force the square to vanish, `h4` turns this into an equality of hyperbolic cosines, and `h5` into one of absolute values. In the other, $-s$ inherits minimality from $s$ because $\cosh$ is even.

`equal_sharing_iff` combines these results. If $0$ were a minimiser beyond the threshold, `broken_minima` would give $0=s$ or $0=-s$, against $s>0$. Up to the threshold, the strict inequality covers $d\ne0$, and $d=0$ is immediate.

`lowers_energy_iff` follows the signs of the factors in `pairEnergy_sub`, with `nlinarith` converting between the bound on $\cosh(ad)$ and the sign of $u(c+1)-1$.

For the single bond, `hasDerivAt_morse` proves that `tension` is the derivative of `morse`, writing the square as a product and applying the product rule. `stiffness_nonneg_iff` differentiates once more, removes the positive prefactor $2Da^2u$ and applies `threshold_iff` to what remains.
